# The Voigt moduli give the isotropic Hooke tensor nearest to a stiffness tensor in the Frobenius norm

Once I have the elastic constants of a crystal, I reduce them to one bulk modulus and one shear modulus, because the continuum model I feed next accepts only an isotropic material. I use the Voigt formulas for this step.

To see how much anisotropy I was throwing away, I also fitted an isotropic stiffness matrix to my \(6\times 6\) table for a cubic crystal by plain least squares. The bulk modulus agreed with Voigt's, but the shear modulus did not. Is the Voigt pair a best fit in any definite sense, or only an average that happens to be convenient? And if it is a best fit, why does my fit disagree about the shear modulus?

## Each shear constant stands for four tensor components

It is a best fit, and the distance that makes it one is the Frobenius norm of the rank-four tensor: the square root of the sum of squares of all 81 components of the difference. Your fit used the entries of the \(6\times 6\) matrix, which count the shear constants differently.

Number the Cartesian axes 0, 1, 2, as the Lean code below does, and keep the usual two-index labels for the elastic constants. Then

\[
C_{11}=C_{0000},\quad C_{22}=C_{1111},\quad C_{33}=C_{2222},
\]
\[
C_{12}=C_{0011},\quad C_{13}=C_{0022},\quad C_{23}=C_{1122},
\]
\[
C_{44}=C_{1212},\quad C_{55}=C_{0202},\quad C_{66}=C_{0101}.
\]

The constant \(C_{44}\) occupies one entry of the matrix but four components of the tensor: \(C_{1212}\), \(C_{2112}\), \(C_{1221}\) and \(C_{2121}\). The constant \(C_{12}\) occurs twice in both. For a cubic crystal, the unweighted matrix fit gives \(11G=4(C_{11}-C_{12})+3C_{44}\), while the tensor fit gives Voigt's \(5G=C_{11}-C_{12}+3C_{44}\). The two agree only if \(2C_{44}=C_{11}-C_{12}\), that is, if the crystal is already elastically isotropic. The tensor norm has the advantage that it does not change when the axes are rotated.

## The squared distance is a sum of two squares and a constant

Isotropic Hooke's law with bulk modulus \(K\) and shear modulus \(G\) has the stiffness tensor

\[
I_{ijkl}=\left(K-\tfrac23G\right)\delta_{ij}\delta_{kl}+G\left(\delta_{ik}\delta_{jl}+\delta_{il}\delta_{jk}\right),
\]

where \(\delta_{ij}\) is the Kronecker delta. It looks the same in every orthonormal frame. If \(Q\) is an orthogonal matrix, rotating the first term replaces \(\delta_{ij}\delta_{kl}\) by \((QQ^{T})_{ij}(QQ^{T})_{kl}=\delta_{ij}\delta_{kl}\), and the other two terms behave in the same way.

Write \(\|C\|^2\) for the sum of the squared components of \(C\), and \(C{:}I\) for the sum of the products of corresponding components. Then

\[
\|C-I\|^2=\|C\|^2-2\,C{:}I+\|I\|^2 .
\]

The deltas reduce the mixed term to three double sums:

\[
C{:}I=\left(K-\tfrac23G\right)\sum_{i,k}C_{iikk}+G\sum_{i,j}\left(C_{ijij}+C_{ijji}\right).
\]

Set \(A=C_{11}+C_{22}+C_{33}\), \(B=C_{12}+C_{13}+C_{23}\) and \(S=C_{44}+C_{55}+C_{66}\). The major symmetry \(C_{ijkl}=C_{klij}\) gives \(\sum_{i,k} C_{iikk}=A+2B\). The minor symmetries, which exchange the indices within a pair, give \(\sum_{i,j} C_{ijij}=\sum_{i,j} C_{ijji}=A+2S\). Therefore

\[
C{:}I=K(A+2B)+G\left[2(A+2S)-\tfrac23(A+2B)\right]
=K(A+2B)+\tfrac43G\,(A-B+3S).
\]

With the Voigt moduli defined by

\[
9K_V=A+2B,\qquad 15G_V=A-B+3S,
\]

this becomes \(C{:}I=9KK_V+20GG_V\).

The last term follows by putting \(I\) itself in the place of \(C\). For \(I\) one has \(A=3K+4G\), \(B=3K-2G\) and \(S=3G\), so \(A+2B=9K\) and \(A-B+3S=15G\). Its Voigt moduli are its own \(K\) and \(G\), and \(\|I\|^2=9K^2+20G^2\). Collecting the terms and completing both squares,

\[
\|C-I\|^2=\|C\|^2-9K_V^2-20G_V^2+9(K-K_V)^2+20(G-G_V)^2 .
\]

The first three terms do not depend on \(K\) or \(G\), and they equal the squared distance from \(C\) to the Voigt tensor. The other two are non-negative and vanish together only at \(K=K_V\), \(G=G_V\). That point is the unique minimum.

If \(C\) is already an isotropic Hooke tensor, the formulas return its own moduli and the distance is zero. In general, the distance that remains at the minimum measures the anisotropy you discard.

Here is the result in Lean 4 with Mathlib.

```lean
import Mathlib

open Matrix

namespace VoigtNearestIsotropic

noncomputable section

/-- Rank-four tensors on three-dimensional space, given by their Cartesian components. -/
abbrev Tensor4 := Fin 3 → Fin 3 → Fin 3 → Fin 3 → ℝ

local notation "δ" => (1 : Matrix (Fin 3) (Fin 3) ℝ)

/-- The symmetries of a stiffness tensor: the minor symmetry `C_ijkl = C_jikl` and the major
symmetry `C_ijkl = C_klij`. -/
structure IsStiffness (C : Tensor4) : Prop where
  minor : ∀ i j k l, C i j k l = C j i k l
  major : ∀ i j k l, C i j k l = C k l i j

/-- The tensor `C` rotated by `Q`, with components `Q_ia Q_jb Q_kc Q_ld C_abcd` (summed). -/
def rotate (Q : Matrix (Fin 3) (Fin 3) ℝ) (C : Tensor4) : Tensor4 := fun i j k l =>
  ∑ a, Q i a * (∑ b, Q j b * (∑ c, Q k c * (∑ d, Q l d * C a b c d)))

/-- The stiffness tensor of isotropic Hooke's law with bulk modulus `K` and shear modulus `G`. -/
def iso (K G : ℝ) : Tensor4 := fun i j k l =>
  (K - 2 / 3 * G) * (δ i j * δ k l) + G * (δ i k * δ j l + δ i l * δ j k)

/-- The squared Frobenius norm: the sum of the squares of all 81 components. -/
def frobSq (C : Tensor4) : ℝ := ∑ i, ∑ j, ∑ k, ∑ l, C i j k l ^ 2

/-- `D` is the stiffness of an isotropic Hooke's law, and no other such stiffness is closer to
`C` in the Frobenius norm. -/
def IsNearest (C D : Tensor4) : Prop :=
  (∃ K G, D = iso K G) ∧ ∀ K G, frobSq (C - D) ≤ frobSq (C - iso K G)

/-- The Voigt bulk modulus, `(C11 + C22 + C33 + 2 (C12 + C13 + C23)) / 9`. -/
def voigtBulk (C : Tensor4) : ℝ :=
  (C 0 0 0 0 + C 1 1 1 1 + C 2 2 2 2 + 2 * (C 0 0 1 1 + C 0 0 2 2 + C 1 1 2 2)) / 9

/-- The Voigt shear modulus,
`(C11 + C22 + C33 - C12 - C13 - C23 + 3 (C44 + C55 + C66)) / 15`. -/
def voigtShear (C : Tensor4) : ℝ :=
  (C 0 0 0 0 + C 1 1 1 1 + C 2 2 2 2 - C 0 0 1 1 - C 0 0 2 2 - C 1 1 2 2
    + 3 * (C 1 2 1 2 + C 0 2 0 2 + C 0 1 0 1)) / 15

/-- A stiffness tensor also has the minor symmetry in its second pair of indices. -/
theorem IsStiffness.minor_right {C : Tensor4} (hC : IsStiffness C) (i j k l : Fin 3) :
    C i j k l = C i j l k := by
  rw [hC.major i j k l, hC.minor k l i j, hC.major l k i j]

/-- The tensor of isotropic Hooke's law has the minor and major symmetries. -/
theorem iso_isStiffness (K G : ℝ) : IsStiffness (iso K G) := by
  have t : ∀ a b, δ a b = δ b a := fun a b => by simp [Matrix.one_apply, eq_comm]
  refine ⟨fun i j k l => ?_, fun i j k l => ?_⟩
  · simp only [iso]
    rw [t i j]
    ring
  · simp only [iso]
    rw [t k i, t l j, t k j, t l i]
    ring

/-- The tensor of isotropic Hooke's law is unchanged by every orthogonal transformation. -/
theorem rotate_iso (K G : ℝ) {Q : Matrix (Fin 3) (Fin 3) ℝ} (hQ : Q * Qᵀ = 1) :
    rotate Q (iso K G) = iso K G := by
  -- the rows of an orthogonal matrix are orthonormal
  have h : ∀ i j, Q i 0 * Q j 0 + Q i 1 * Q j 1 + Q i 2 * Q j 2 = δ i j := by
    intro i j
    rw [← hQ, Matrix.mul_apply, Fin.sum_univ_three]
    rfl
  funext i j k l
  simp only [iso, ← h i j, ← h k l, ← h i k, ← h j l, ← h i l, ← h j k]
  simp [rotate, iso, Fin.sum_univ_three, Matrix.one_apply]
  ring

/-- The squared distance from a stiffness tensor to an isotropic one is a quadratic function of
the two moduli, with the Voigt moduli in its linear terms. -/
theorem frobSq_sub_iso {C : Tensor4} (hC : IsStiffness C) (K G : ℝ) :
    frobSq (C - iso K G) = frobSq C
      - 2 * (9 * K * voigtBulk C + 20 * G * voigtShear C) + 9 * K ^ 2 + 20 * G ^ 2 := by
  -- the symmetries reduce the shear components to three
  have e : ∀ i j, C j i i j = C i j i j := fun i j => hC.minor j i i j
  have e' : ∀ i j, C i j j i = C i j i j := fun i j => hC.minor_right i j j i
  have e'' : ∀ i j, C j i j i = C i j i j := fun i j => (hC.minor j i j i).trans (e' i j)
  simp [frobSq, iso, voigtBulk, voigtShear, Fin.sum_univ_three, Matrix.one_apply,
    hC.major 1 1 0 0, hC.major 2 2 0 0, hC.major 2 2 1 1, e 0 1, e 0 2, e 1 2,
    e' 0 1, e' 0 2, e' 1 2, e'' 0 1, e'' 0 2, e'' 1 2]
  ring

/-- The squared distance from a stiffness tensor `C` to the isotropic tensor with moduli `K`
and `G` is the squared distance to the Voigt tensor plus `9 (K - K_V)² + 20 (G - G_V)²`. -/
theorem frobSq_pythagoras {C : Tensor4} (hC : IsStiffness C) (K G : ℝ) :
    frobSq (C - iso K G) = frobSq (C - iso (voigtBulk C) (voigtShear C))
      + 9 * (K - voigtBulk C) ^ 2 + 20 * (G - voigtShear C) ^ 2 := by
  rw [frobSq_sub_iso hC K G, frobSq_sub_iso hC (voigtBulk C) (voigtShear C)]
  ring

/-- Every stiffness tensor has exactly one Frobenius-nearest tensor of isotropic Hooke's law,
and the one with moduli `K` and `G` is the nearest exactly when `K` and `G` are the Voigt
averages. -/
theorem nearest_isotropic_is_voigt {C : Tensor4} (hC : IsStiffness C) :
    (∃! D, IsNearest C D) ∧ ∀ K G, IsNearest C (iso K G) ↔
      9 * K = C 0 0 0 0 + C 1 1 1 1 + C 2 2 2 2 + 2 * (C 0 0 1 1 + C 0 0 2 2 + C 1 1 2 2) ∧
      15 * G = C 0 0 0 0 + C 1 1 1 1 + C 2 2 2 2 - C 0 0 1 1 - C 0 0 2 2 - C 1 1 2 2
        + 3 * (C 1 2 1 2 + C 0 2 0 2 + C 0 1 0 1) := by
  have hV : IsNearest C (iso (voigtBulk C) (voigtShear C)) := by
    refine ⟨⟨_, _, rfl⟩, fun K G => ?_⟩
    rw [frobSq_pythagoras hC K G]
    nlinarith [sq_nonneg (K - voigtBulk C), sq_nonneg (G - voigtShear C)]
  -- a minimiser leaves no room for the two squares
  have hU : ∀ K G, IsNearest C (iso K G) → K = voigtBulk C ∧ G = voigtShear C := by
    intro K G h
    have hle := h.2 (voigtBulk C) (voigtShear C)
    rw [frobSq_pythagoras hC K G] at hle
    have hK : (K - voigtBulk C) ^ 2 = 0 := by
      nlinarith [sq_nonneg (K - voigtBulk C), sq_nonneg (G - voigtShear C)]
    have hG : (G - voigtShear C) ^ 2 = 0 := by
      nlinarith [sq_nonneg (K - voigtBulk C), sq_nonneg (G - voigtShear C)]
    exact ⟨sub_eq_zero.1 (pow_eq_zero_iff two_ne_zero |>.1 hK),
      sub_eq_zero.1 (pow_eq_zero_iff two_ne_zero |>.1 hG)⟩
  refine ⟨⟨_, hV, fun D hD => ?_⟩, fun K G => ⟨fun h => ?_, fun ⟨hK, hG⟩ => ?_⟩⟩
  · obtain ⟨K, G, rfl⟩ := hD.1
    obtain ⟨hK, hG⟩ := hU K G hD
    rw [hK, hG]
  · obtain ⟨hK, hG⟩ := hU K G h
    rw [hK, hG, voigtBulk, voigtShear]
    constructor <;> ring
  · have hK' : K = voigtBulk C := by rw [voigtBulk]; linarith
    have hG' : G = voigtShear C := by rw [voigtShear]; linarith
    rw [hK', hG']
    exact hV

end

end VoigtNearestIsotropic
```

```lean
#print axioms VoigtNearestIsotropic.iso_isStiffness
#print axioms VoigtNearestIsotropic.rotate_iso
#print axioms VoigtNearestIsotropic.nearest_isotropic_is_voigt
```

```
'VoigtNearestIsotropic.iso_isStiffness' depends on axioms: [propext, Classical.choice, Quot.sound]
'VoigtNearestIsotropic.rotate_iso' depends on axioms: [propext, Classical.choice, Quot.sound]
'VoigtNearestIsotropic.nearest_isotropic_is_voigt' depends on axioms: [propext, Classical.choice, Quot.sound]
```

## What counts as a stiffness, and what as isotropic

A `Tensor4` assigns a real number to four indices in `Fin 3`, whose values are 0, 1 and 2. The numbers are components in one fixed orthonormal frame, all in the same pressure unit. The notation `δ` is the identity matrix, so `δ i j` is the Kronecker delta.

The hypothesis `IsStiffness C` contains only the index symmetries. The minor symmetry expresses that stress and strain are symmetric, and the major one that the stress derives from an elastic energy. The structure states the minor symmetry for the first pair of indices; for the second pair it follows. Mechanical stability is not required, so the name is broader than in textbooks: \(C\) need not be positive definite, and \(K\) and \(G\) may have any sign.

The function `frobSq` is the squared norm, without the root, which has the same minimisers. `IsNearest C D` says that `D` equals `iso K G` for some real moduli, and that no tensor of this form lies closer to `C`. The final theorem, `nearest_isotropic_is_voigt`, then makes two statements about every `C` with the symmetries:

- There is exactly one tensor `D` with `IsNearest C D`.
- For all real `K` and `G`, the tensor `iso K G` is this nearest one if and only if `9 * K` and `15 * G` equal the two Voigt expressions.

Isotropy enters as the two-constant form of Hooke's law. The theorem `rotate_iso` shows that every such tensor is unchanged by all orthogonal transformations, reflections included. The converse, that a stiffness tensor invariant under all rotations must have this form, is a standard fact of elasticity. You need it to read the result as a minimum over all rotation-invariant stiffness tensors, and it is not proved here.

The Voigt moduli are likewise defined by their closed formulas. Their usual origin, an average over crystal orientations at uniform strain, plays no part in the argument.

For simulation practice, the result applies when elastic constants from an electronic-structure or force-field calculation are condensed to two moduli, within linear elasticity and for one given stiffness tensor. The step from there to a real polycrystal is a physical assumption: being nearest in this norm does not make \(K_V\) and \(G_V\) the measured moduli of an aggregate of grains.

The minor symmetry matters for the formulas. Take the tensor whose only non-zero component is \(C_{1010}=1\). It has the major symmetry, but \(C_{0110}=0\) breaks the minor one. Both Voigt expressions vanish, since they read the shear constant from \(C_{0101}\). The squared distance to the isotropic tensor is \(1-2G+9K^2+20G^2\), with its minimum at \(K=0\), \(G=1/20\). Major symmetry alone is therefore not enough for the Voigt expressions to give the nearest tensor.

## From the expansion to the unique minimiser

`IsStiffness.minor_right` obtains the minor symmetry of the second index pair by exchanging the pairs, swapping the indices in front, and exchanging back. `iso_isStiffness` confirms that the isotropic tensors have the elastic symmetries themselves, using \(\delta_{ij}=\delta_{ji}\).

In `rotate_iso`, the local statement `h` says that the rows of `Q` are orthonormal. It is used from right to left, to replace each delta in the target tensor by a product of rows. Once the sums are expanded, both sides are the same polynomial in the entries of `Q`, which `ring` confirms. This theorem and `iso_isStiffness` justify the word "isotropic stiffness"; the minimisation does not call on them.

`frobSq_sub_iso` is the expansion of \(\|C-I\|^2\) derived above. The statements `e`, `e'` and `e''` bring the four versions of each shear component to the single form \(C_{ijij}\), and `hC.major` does the same for pairs such as \(C_{1100}\) and \(C_{0011}\). Where the derivation sorts the terms into \(A\), \(B\) and \(S\), `simp` writes out all 81 squares and `ring` compares the resulting polynomials.

`frobSq_pythagoras` completes the squares. It applies the expansion twice, once at \((K,G)\) and once at \((K_V,G_V)\), and `ring` verifies that the two differ by \(9(K-K_V)^2+20(G-G_V)^2\).

The final proof has two main parts. In `hV`, the Voigt tensor is shown to be nearest, because the two added squares are non-negative. In `hU`, any nearest `iso K G` is compared with the Voigt tensor. Its distance cannot be the larger one, so `nlinarith` forces each square to be zero, and the moduli must be \(K_V\) and \(G_V\).

Uniqueness of the tensor follows, since any nearest `D` is by definition some `iso K G`, and `hU` fixes its moduli. The equivalence with the explicit formulas then needs only the definitions of `voigtBulk` and `voigtShear`, with the denominators 9 and 15 cleared.
